# The energetic span gives the log mean time of an $n$-barrier chain to within $\ln(n(n+1)/2)$, for Arrhenius rates with a common prefactor

Take states $0,\dots,n$ on a line, with $n\ge 1$. State $i$ has energy $G_i$, and the barrier between $j$ and $j+1$ has energy $T_j$. A hop from a state of energy $g$ over a barrier of energy $B$ has the rate $e^{-b(B-g)}$ in units of a common prefactor, where $b>0$ is the inverse temperature. State $n$ is absorbing. Let $S$ be the greatest of the climbs $T_j-G_i$ with $i\le j<n$. Then every solution $\tau$ of the backward equations for the mean absorption time satisfies

$$
bS\;\le\;\ln\tau_0\;\le\;bS+\ln\frac{n(n+1)}{2}.
$$

If the barriers are wrong by at most $\varepsilon$ and the state energies by at most $\delta$, then $\ln\tau_0$ is wrong by at most $b(\varepsilon+\delta)$, whatever the length of the chain.

## Replacing a sum over climbs by its largest term

A script that finds the greatest climb in a computed energy profile and reports $e^{bS}$ as the time scale replaces a sum of $n(n+1)/2$ exponentials by one of them. The estimate is never too long, and it is too short by a factor of at most $n(n+1)/2$. For one barrier it is exact; for ten barriers the factor can reach 55.

The second bound helps in choosing an electronic-structure method: for this finite linear chain with a common prefactor, energy errors $\varepsilon$ and $\delta$ change the mean time by a factor of at most $e^{b(\varepsilon+\delta)}$.

The span here belongs to a path that ends at $n$. In a catalytic cycle, a state can also be paired with a barrier of the next turn, with the reaction energy added; such pairs do not occur here.

## From the backward equations to the bounds

In an interior state $j+1$, the mean waiting time is the inverse of the total hop rate, and the next state is chosen in proportion to the rates. Multiplying the resulting equation for $\tau_{j+1}$ by the total rate gives, for $j+1<n$,

$$
e^{-b(T_{j+1}-G_{j+1})}(\tau_{j+1}-\tau_{j+2})+e^{-b(T_j-G_{j+1})}(\tau_{j+1}-\tau_j)=1 .
$$

State $0$ has only the forward hop, so $e^{-b(T_0-G_0)}(\tau_0-\tau_1)=1$. Absorption means $\tau_n=0$.

Write $D_j=\tau_j-\tau_{j+1}$. Multiplying a rate by the Boltzmann factor of its initial state leaves the Boltzmann factor of the barrier: $e^{-b(B-g)}e^{-bg}=e^{-bB}$. The equation for state $0$, multiplied by $e^{-bG_0}$, and the interior equation, multiplied by $e^{-bG_{j+1}}$, become

$$
e^{-bT_0}D_0=e^{-bG_0},\qquad
e^{-bT_{j+1}}D_{j+1}-e^{-bT_j}D_j=e^{-bG_{j+1}} .
$$

By induction, $e^{-bT_j}D_j=\sum_{i\le j}e^{-bG_i}$ for every $j<n$. Since $\tau_n=0$, the drops add up to $\tau_0$:

$$
\tau_0=\sum_{j=0}^{n-1}D_j=\sum_{j=0}^{n-1}\sum_{i=0}^{j}e^{b(T_j-G_i)} .
$$

All terms are positive and one of them is $e^{bS}$, so $\tau_0\ge e^{bS}$. Because $b>0$, no term exceeds $e^{bS}$. There are $\sum_{j<n}(j+1)=n(n+1)/2$ terms, so $\tau_0\le \tfrac{n(n+1)}{2}e^{bS}$. Taking logarithms gives the span bounds.

For the energy errors, let primes mark a second landscape. If each climb satisfies $T'_j-G'_i\le T_j-G_i+\eta$, each term grows by a factor of at most $e^{b\eta}$, and therefore $\ln\tau'_0\le\ln\tau_0+b\eta$. Errors of at most $\varepsilon$ in the barriers and $\delta$ in the states allow $\eta=\varepsilon+\delta$. Exchanging the landscapes gives the bound in the other direction. Raising every barrier by $\varepsilon$ and lowering every state by $\delta$ multiplies each term by exactly $e^{b(\varepsilon+\delta)}$, so the error bound is attained.

The upper span bound is attained too. If all barriers equal $B$ and all states equal $g$, every climb is $B-g$ and $\tau_0=\tfrac{n(n+1)}{2}e^{b(B-g)}$. The full profile is $\tau_j=e^{b(B-g)}\,[n(n+1)-j(j+1)]/2$. Its drops are $D_j=(j+1)e^{b(B-g)}$, and inserting them in the backward equations gives $1$ for state $0$ and $(j+2)-(j+1)=1$ for state $j+1$.

### Two barriers in numbers

Measure energies in units of $1/b$, so that $b=1$, and take $n=2$, $G_0=0$, $G_1=4$, $T_0=6$, $T_1=9$. The climbs are $T_0-G_0=6$, $T_1-G_0=9$ and $T_1-G_1=5$, so $S=9$ and

$$
\tau_0=e^6+e^9+e^5\approx 8655,\qquad \ln\tau_0\approx 9.07 .
$$

This lies between $9$ and $9+\ln 3\approx 10.10$. The backward equations give the same time directly: $\tau_0-\tau_1=e^6$, and $e^{-5}\tau_1-e^{-2}e^6=1$ yields $\tau_1=e^5+e^9$. The highest single-step barrier, $T_0-G_0=6$, would underestimate the time by a factor of about 21.

### Negative $b$ can break the upper bound

Take $n=2$, $b=-1$, $G_0=G_1=0$, $T_0=0$ and $T_1=10$. Then $S=10$ and $\tau_0=1+2e^{-10}$, so $\ln\tau_0>0$, while the claimed upper bound is $-10+\ln 3<0$. The greatest climb now gives the smallest term. So the upper bound can fail for negative $b$; at $b=0$ it holds with equality. The value $b=-1$ only tests the hypothesis and does not describe physical thermally activated hops.

## Lean file for chain times and energy errors

```lean
import Mathlib

open Finset

namespace EnergeticSpanError

/-- The rate of a hop from a state of energy `g` over a barrier of energy `B`, at inverse
temperature `b`, in units of the prefactor. -/
noncomputable def hopRate (b B g : ℝ) : ℝ := Real.exp (-b * (B - g))

/-- The backward equations for the mean time `τ j` to reach the absorbing state `n` from
state `j`, with state energies `G j` and barriers `T j` between `j` and `j + 1`. -/
structure IsMeanTime (n : ℕ) (b : ℝ) (T G τ : ℕ → ℝ) : Prop where
  absorbed : τ n = 0
  start : 0 < n → hopRate b (T 0) (G 0) * (τ 0 - τ 1) = 1
  interior : ∀ j, j + 1 < n →
    hopRate b (T (j + 1)) (G (j + 1)) * (τ (j + 1) - τ (j + 2))
      + hopRate b (T j) (G (j + 1)) * (τ (j + 1) - τ j) = 1

/-- The climbs of a landscape: the energies of a barrier `j` above a state `i` that lies
before it. -/
def climbs (n : ℕ) (T G : ℕ → ℝ) : Set ℝ :=
  {E | ∃ i j, i ≤ j ∧ j < n ∧ E = T j - G i}

/-- The rate of a hop times the Boltzmann weight of its initial state is the Boltzmann weight of the
barrier. -/
theorem hopRate_mul_weight (b B g : ℝ) :
    hopRate b B g * Real.exp (-b * g) = Real.exp (-b * B) := by
  unfold hopRate
  rw [← Real.exp_add]
  congr 1
  ring

/-- The drop of the mean time across barrier `j`, weighted by the Boltzmann factor of the
barrier, is the sum of the Boltzmann factors of the states before it. -/
theorem weighted_drop {n : ℕ} {b : ℝ} {T G τ : ℕ → ℝ} (h : IsMeanTime n b T G τ) (j : ℕ)
    (hj : j < n) :
    Real.exp (-b * T j) * (τ j - τ (j + 1)) = ∑ i ∈ range (j + 1), Real.exp (-b * G i) := by
  induction j with
  | zero =>
    have s := h.start hj
    have hr := hopRate_mul_weight b (T 0) (G 0)
    simp only [zero_add, Finset.sum_range_one]
    linear_combination Real.exp (-b * G 0) * s - (τ 0 - τ 1) * hr
  | succ j ih =>
    have s := h.interior j hj
    rw [show j + 2 = j + 1 + 1 from rfl] at s
    have h1 := hopRate_mul_weight b (T (j + 1)) (G (j + 1))
    have h0 := hopRate_mul_weight b (T j) (G (j + 1))
    rw [Finset.sum_range_succ, ← ih (by omega)]
    linear_combination Real.exp (-b * G (j + 1)) * s
      - (τ (j + 1) - τ (j + 1 + 1)) * h1 + (τ j - τ (j + 1)) * h0

/-- The mean time from state `0` is the sum of `exp (b (T j - G i))` over all pairs of indices with
`i ≤ j < n`. -/
theorem time_eq_sum {n : ℕ} {b : ℝ} {T G τ : ℕ → ℝ} (h : IsMeanTime n b T G τ) :
    τ 0 = ∑ j ∈ range n, ∑ i ∈ range (j + 1), Real.exp (b * (T j - G i)) := by
  -- the drops telescope to the whole time
  have tel : ∑ j ∈ range n, (τ j - τ (j + 1)) = τ 0 := by
    rw [Finset.sum_range_sub', h.absorbed, sub_zero]
  rw [← tel]
  refine Finset.sum_congr rfl fun j hj => ?_
  have drop : τ j - τ (j + 1)
      = Real.exp (b * T j) * ∑ i ∈ range (j + 1), Real.exp (-b * G i) := by
    have e : b * T j + -b * T j = 0 := by ring
    rw [← weighted_drop h j (Finset.mem_range.1 hj), ← mul_assoc, ← Real.exp_add, e,
      Real.exp_zero, one_mul]
  rw [drop, Finset.mul_sum]
  refine Finset.sum_congr rfl fun i _ => ?_
  rw [← Real.exp_add]
  congr 1
  ring

private theorem sum_pairs (n : ℕ) (c : ℝ) :
    ∑ j ∈ range n, ∑ _i ∈ range (j + 1), c = (n : ℝ) * (n + 1) / 2 * c := by
  induction n with
  | zero => simp
  | succ n ih =>
    rw [Finset.sum_range_succ, ih, Finset.sum_const, Finset.card_range, nsmul_eq_mul]
    push_cast
    ring

private theorem time_pos {n : ℕ} {b : ℝ} {T G τ : ℕ → ℝ} (h : IsMeanTime n b T G τ)
    (hn : 0 < n) : 0 < τ 0 := by
  rw [time_eq_sum h]
  exact Finset.sum_pos (fun j _ => Finset.sum_pos (fun i _ => Real.exp_pos _)
    ⟨0, Finset.mem_range.2 (Nat.succ_pos j)⟩) ⟨0, Finset.mem_range.2 hn⟩

/-- Error of the energetic-span estimate: for `b > 0` and `S` the greatest climb, the
logarithm of the mean time lies between `b S` and `b S + ln (n (n + 1) / 2)`. -/
theorem log_time_near_span {n : ℕ} {b S : ℝ} {T G τ : ℕ → ℝ} (hb : 0 < b)
    (h : IsMeanTime n b T G τ) (hS : IsGreatest (climbs n T G) S) :
    b * S ≤ Real.log (τ 0) ∧
      Real.log (τ 0) ≤ b * S + Real.log ((n : ℝ) * (n + 1) / 2) := by
  obtain ⟨⟨i, j, hij, hj, hE⟩, hmax⟩ := hS
  have hn : 0 < n := by omega
  have hpos := time_pos h hn
  constructor
  · -- one term of the sum is already exp (b S)
    rw [Real.le_log_iff_exp_le hpos, time_eq_sum h, hE]
    calc Real.exp (b * (T j - G i))
        ≤ ∑ k ∈ range (j + 1), Real.exp (b * (T j - G k)) :=
          Finset.single_le_sum (f := fun k => Real.exp (b * (T j - G k)))
            (fun _ _ => (Real.exp_pos _).le) (Finset.mem_range.2 (by omega))
      _ ≤ ∑ l ∈ range n, ∑ k ∈ range (l + 1), Real.exp (b * (T l - G k)) :=
          Finset.single_le_sum
            (f := fun l => ∑ k ∈ range (l + 1), Real.exp (b * (T l - G k)))
            (fun _ _ => Finset.sum_nonneg fun _ _ => (Real.exp_pos _).le)
            (Finset.mem_range.2 hj)
  · -- none of the n (n + 1) / 2 terms exceeds exp (b S)
    have up : τ 0 ≤ (n : ℝ) * (n + 1) / 2 * Real.exp (b * S) := by
      rw [time_eq_sum h, ← sum_pairs]
      refine Finset.sum_le_sum fun l hl => Finset.sum_le_sum fun k hk => ?_
      have hk' := Finset.mem_range.1 hk
      exact Real.exp_le_exp.2 (mul_le_mul_of_nonneg_left
        (hmax ⟨k, l, by omega, Finset.mem_range.1 hl, rfl⟩) hb.le)
    have hn' : (0 : ℝ) < n := by exact_mod_cast hn
    have hN : (0 : ℝ) < (n : ℝ) * (n + 1) / 2 := by positivity
    have hlog := Real.log_le_log hpos up
    rw [Real.log_mul hN.ne' (Real.exp_pos _).ne', Real.log_exp] at hlog
    linarith

/-- If no climb rises by more than `η` from one landscape to another, then for `b > 0` and
`n > 0` the logarithm of the mean time rises by at most `b η`. -/
theorem log_time_le_of_climbs {n : ℕ} {b η : ℝ} {T G τ T' G' τ' : ℕ → ℝ} (hb : 0 < b)
    (hn : 0 < n) (h : IsMeanTime n b T G τ) (h' : IsMeanTime n b T' G' τ')
    (hle : ∀ i j, i ≤ j → j < n → T' j - G' i ≤ T j - G i + η) :
    Real.log (τ' 0) ≤ Real.log (τ 0) + b * η := by
  have up : τ' 0 ≤ Real.exp (b * η) * τ 0 := by
    rw [time_eq_sum h', time_eq_sum h, Finset.mul_sum]
    refine Finset.sum_le_sum fun j hj => ?_
    rw [Finset.mul_sum]
    refine Finset.sum_le_sum fun i hi => ?_
    have hi' := Finset.mem_range.1 hi
    rw [← Real.exp_add]
    apply Real.exp_le_exp.2
    have := mul_le_mul_of_nonneg_left
      (hle i j (by omega) (Finset.mem_range.1 hj)) hb.le
    linarith
  have hlog := Real.log_le_log (time_pos h' hn) up
  rw [Real.log_mul (Real.exp_pos _).ne' (time_pos h hn).ne', Real.log_exp] at hlog
  linarith

/-- Error propagation: for `b > 0` and `n > 0`, barrier errors of at most `ε` and state
errors of at most `δ` change the logarithm of the mean time by at most `b (ε + δ)`. -/
theorem log_time_error {n : ℕ} {b ε δ : ℝ} {T G τ T' G' τ' : ℕ → ℝ} (hb : 0 < b)
    (hn : 0 < n) (h : IsMeanTime n b T G τ) (h' : IsMeanTime n b T' G' τ')
    (hT : ∀ j < n, |T' j - T j| ≤ ε) (hG : ∀ i < n, |G' i - G i| ≤ δ) :
    |Real.log (τ' 0) - Real.log (τ 0)| ≤ b * (ε + δ) := by
  have h1 := log_time_le_of_climbs (η := ε + δ) hb hn h h' (fun i j hij hj => by
    have t := abs_le.1 (hT j hj)
    have g := abs_le.1 (hG i (by omega))
    linarith [t.2, g.1])
  have h2 := log_time_le_of_climbs (η := ε + δ) hb hn h' h (fun i j hij hj => by
    have t := abs_le.1 (hT j hj)
    have g := abs_le.1 (hG i (by omega))
    linarith [t.1, g.2])
  exact abs_le.2 ⟨by linarith, by linarith⟩

/-- Raising all barriers by `ε` and lowering all states by `δ` raises the logarithm of the
mean time by exactly `b (ε + δ)`, for `b > 0` and `n > 0`. -/
theorem log_time_uniform_shift {n : ℕ} {b ε δ : ℝ} {T G τ τ' : ℕ → ℝ} (hb : 0 < b)
    (hn : 0 < n) (h : IsMeanTime n b T G τ)
    (h' : IsMeanTime n b (fun j => T j + ε) (fun i => G i - δ) τ') :
    Real.log (τ' 0) = Real.log (τ 0) + b * (ε + δ) := by
  have h1 := log_time_le_of_climbs (η := ε + δ) hb hn h h'
    (fun i j _ _ => by linarith)
  have h2 := log_time_le_of_climbs (η := -(ε + δ)) hb hn h' h
    (fun i j _ _ => by linarith)
  linarith

/-- On a flat landscape, with all barriers at `B` and all states at `g`, the times
`exp (b (B - g)) (n (n + 1) - j (j + 1)) / 2` solve the backward equations. -/
theorem flat_witness (n : ℕ) (b B g : ℝ) :
    IsMeanTime n b (fun _ => B) (fun _ => g)
      (fun j => Real.exp (b * (B - g)) * ((n : ℝ) * (n + 1) - (j : ℝ) * (j + 1)) / 2) := by
  have hr : hopRate b B g * Real.exp (b * (B - g)) = 1 := by
    unfold hopRate
    rw [← Real.exp_add, show -b * (B - g) + b * (B - g) = 0 by ring, Real.exp_zero]
  refine ⟨by simp, fun _ => ?_, fun j _ => ?_⟩
  · push_cast
    linear_combination hr
  · push_cast
    linear_combination hr

/-- On a flat landscape with `n > 0` the logarithm of the mean time exceeds `b (B - g)` by
exactly `ln (n (n + 1) / 2)`. -/
theorem flat_attains_bound {n : ℕ} {b B g : ℝ} {τ : ℕ → ℝ} (hn : 0 < n)
    (h : IsMeanTime n b (fun _ => B) (fun _ => g) τ) :
    Real.log (τ 0) = b * (B - g) + Real.log ((n : ℝ) * (n + 1) / 2) := by
  have hn' : (0 : ℝ) < n := by exact_mod_cast hn
  have hN : (0 : ℝ) < (n : ℝ) * (n + 1) / 2 := by positivity
  rw [time_eq_sum h, sum_pairs, Real.log_mul hN.ne' (Real.exp_pos _).ne', Real.log_exp,
    add_comm]

end EnergeticSpanError
```

```lean
#print axioms EnergeticSpanError.log_time_near_span
-- 'EnergeticSpanError.log_time_near_span' depends on axioms: [propext, Classical.choice, Quot.sound]
#print axioms EnergeticSpanError.log_time_error
-- 'EnergeticSpanError.log_time_error' depends on axioms: [propext, Classical.choice, Quot.sound]
#print axioms EnergeticSpanError.log_time_uniform_shift
-- 'EnergeticSpanError.log_time_uniform_shift' depends on axioms: [propext, Classical.choice, Quot.sound]
#print axioms EnergeticSpanError.flat_attains_bound
-- 'EnergeticSpanError.flat_attains_bound' depends on axioms: [propext, Classical.choice, Quot.sound]
```

## What the Lean statements say about the chain

`hopRate b B g` is the rate law. It is postulated, and stands for thermally activated, memoryless hops that share one prefactor, as in transition-state theory with free energies for `G` and `T`. Times are therefore in units of the inverse prefactor. Nothing requires a barrier to lie above its neighbouring states, although the rate law is physically doubtful when it does not.

`IsMeanTime n b T G τ` says that `τ` satisfies the absorption condition and the backward equations. The functions `T`, `G` and `τ` are defined on all natural numbers, but the equations use only the barriers and state energies with index below `n`. The energy of the absorbing state plays no part. The random process itself is not constructed: the mean time enters through its equations.

`climbs n T G` is the set of all $T_j-G_i$ with $i\le j<n$, and `IsGreatest (climbs n T G) S` says that `S` belongs to it and bounds it from above. This forces $n\ge 1$, which is why `log_time_near_span` needs no separate hypothesis on `n`.

Each theorem about $\tau_0$ starts from a given solution, and `time_eq_sum` fixes its value at state $0$. Existence is proved for flat landscapes, in `flat_witness`. For a general landscape, defining the drops by the induction formula and summing them back from $\tau_n=0$ produces a solution, a short argument that the file does not contain.

The bounds concern the mean from state $0$, not the distribution of times. Branched networks and closed cycles are not covered. Prefactors that differ between hops are covered only after they have been absorbed into effective energies $T_j$ and $G_i$, which is possible on a line; the bounds then refer to those effective energies.

## From the induction to the error bounds in Lean

`hopRate_mul_weight` is the Boltzmann-factor identity. `weighted_drop` carries out the induction: in both cases, `linear_combination` multiplies the backward equation by the weight of the state and replaces the weighted rates by barrier factors. `time_eq_sum` telescopes the drops with `Finset.sum_range_sub'` and merges the exponentials.

`sum_pairs` counts the terms, and `time_pos` supplies the positivity needed for logarithms. In `log_time_near_span`, two uses of `Finset.single_le_sum` isolate the greatest term, first in the inner sum and then in the outer one. The upper half compares the sums term by term and takes the logarithm.

`log_time_le_of_climbs` does the same comparison between two landscapes. `log_time_error` applies it in both directions. `log_time_uniform_shift` applies it with `ε + δ` and then, with the landscapes exchanged, with `-(ε + δ)`; the two inequalities give the equality. `flat_witness` checks the explicit profile, and `flat_attains_bound` evaluates the pair sum for any solution on a flat landscape with $n\ge 1$.
